# With fixed reference weights on finitely many pair distances, strengthening a pair factor that is nondecreasing and not constant on these distances lowers the mean of 1/u

## A fixed reference and one distance per configuration

When the pair factor in a correlated wavefunction is made stronger, the rest of the wavefunction can either be readjusted or be left alone. Here it is left alone: the reference distribution does not depend on the strength of the factor. It is also finite. There is a finite set of configurations \(i\), each with one interelectronic distance \(u_i>0\) and one reference weight \(p_i>0\).

The physical picture is a two-electron wavefunction \(\Psi=e^{J(u)}\Phi\), where \(\Phi\) is the reference function and \(J\) the Jastrow exponent. The density is \(|\Psi|^2=e^{2J(u)}|\Phi|^2\). Writing \(2J(u)=\lambda g(u)\), with a real strength \(\lambda\) and a fixed shape \(g\), gives the weights

\[
w_i(\lambda)=p_i\,e^{\lambda g(u_i)},\qquad Z(\lambda)=\sum_i w_i(\lambda),\qquad
\langle v\rangle_\lambda=\frac{1}{Z(\lambda)}\sum_i w_i(\lambda)\,v(u_i)
\]

for any function \(v\) of the distance. On a grid of configurations at which \(\Phi\) does not vanish, \(p_i\) is \(|\Phi|^2\) times a positive quadrature weight; for a sample drawn from \(|\Phi|^2\), all \(p_i\) are equal. The \(p_i\) need not sum to one, since \(Z\) normalises the result.

A nondecreasing \(g\) means that raising \(\lambda\) never shifts relative weight from a larger distance to a smaller one. This is how a repulsive pair factor digs a Coulomb hole, the depletion of probability at short distance. The question is what happens to the mean repulsion \(\langle 1/u\rangle_\lambda\), in units where the Coulomb interaction is \(1/u\).

In variational Monte Carlo, the result fixes the direction in which the reweighted estimate of \(\langle 1/u\rangle\) moves on a fixed finite sample of a two-electron reference when the single parameter \(\lambda\) is raised. It does not fix the direction of the total energy, because the kinetic energy and the energy in the external potential, such as the attraction to the nuclei, can change with \(\lambda\) as well.

## The slope is a covariance

Take a nonempty set of configurations and abbreviate \(g_i=g(u_i)\), \(v_i=v(u_i)\). Since \(dw_i/d\lambda=w_i g_i\), the quotient rule gives

\[
\frac{d\langle v\rangle_\lambda}{d\lambda}
=\frac{Z\sum_i w_i g_i v_i-\left(\sum_i w_i v_i\right)\left(\sum_i w_i g_i\right)}{Z^2}
=\langle g v\rangle_\lambda-\langle g\rangle_\lambda\langle v\rangle_\lambda .
\]

To find its sign, write the covariance as a sum over pairs of configurations. Expanding the product of differences,

\[
\sum_{i,j}w_iw_j(g_i-g_j)(v_i-v_j)
=\sum_{i,j}w_iw_j\,(g_iv_i+g_jv_j-g_iv_j-g_jv_i).
\]

The first two terms each sum to \(Z\sum_i w_ig_iv_i\), and the last two each sum to \(-\left(\sum_i w_ig_i\right)\left(\sum_i w_iv_i\right)\). Therefore

\[
\langle g v\rangle_\lambda-\langle g\rangle_\lambda\langle v\rangle_\lambda
=\frac{1}{2Z^2}\sum_{i,j}w_iw_j(g_i-g_j)(v_i-v_j).
\]

## No pair of configurations pushes the other way

Let \(g\) be nondecreasing and \(v\) strictly decreasing on the distances present. If \(u_i\le u_j\), then \(g_i-g_j\le 0\) and \(v_i-v_j\ge 0\); if \(u_j\le u_i\), both signs are reversed. Either way the product is at most zero, so no term of the double sum is positive.

Suppose also that \(g_a\ne g_b\) for two configurations \(a\) and \(b\). Because \(g\) is a function of distance, \(u_a\ne u_b\), and hence \(v_a\ne v_b\). The term for this pair is strictly negative, and so is the whole sum. The slope is therefore negative at every real \(\lambda\), and \(\langle v\rangle_\lambda\) is strictly decreasing on the whole line. For positive distances, \(v(u)=1/u\) is strictly decreasing, which is the Coulomb case.

Conversely, let \(g_i=c\) for all \(i\). Then \(w_i(\lambda)=e^{\lambda c}p_i\), the common factor cancels between numerator and denominator, and \(\langle v\rangle_\lambda=\langle v\rangle_0\) for every \(\lambda\). Such a mean is not strictly decreasing. A single configuration always falls under this case.

## The Padé factor

A common shape is \(g(u)=u/(1+bu)\), where \(b\ge 0\) now denotes a parameter. For \(b>0\) the exponent \(\lambda g\) saturates at distances large compared with \(1/b\); for \(b=0\) it is linear in \(u\). For positive \(r\) and \(s\),

\[
\frac{s}{1+bs}-\frac{r}{1+br}=\frac{s-r}{(1+br)(1+bs)},
\]

so \(g\) is strictly increasing there. As soon as two of the distances differ, \(g\) is not constant on them and the mean repulsion strictly decreases with \(\lambda\). Here \(b\) is held fixed. Since \(g'(0)=1\), \(\lambda\) is the slope of \(2J\) at \(u=0\), so a calculation that imposes the electron–electron cusp condition through this factor cannot vary \(\lambda\) freely.

## The equivalence in Lean's terms

The main theorem is `meanRepulsion_strictAnti_iff`. The finite type `ι` labels the configurations, `p` and `u` give their weights and distances, and `lam` is \(\lambda\). The definition `weight` is the unnormalised \(w_i(\lambda)\), `pairMean` is \(\langle v\rangle_\lambda\), and `meanRepulsion` is `pairMean` with \(v(r)=1/r\).

The hypotheses `hp` and `hu` say that all weights and all distances are positive. The hypothesis `MonotoneOn g (Set.range u)` asks \(g\) to be nondecreasing only on the distances that occur; its values elsewhere are irrelevant, and no continuity is needed. Distances may repeat.

Under these hypotheses, `StrictAnti (meanRepulsion p u g)` is equivalent to `∃ i j, g (u i) ≠ g (u j)`. The left side says that a larger `lam` always gives a smaller mean, for negative strengths as well as positive ones. The right side says that \(g\) is not constant on the distances. The set of configurations may even be empty: Lean then evaluates the mean as 0 at every strength, and both sides are false.

The theorem `pairMean_strictAnti` gives the decrease for any interaction strictly decreasing on the distances, and `pade_meanRepulsion_strictAnti` treats the Padé shape. The model has neither a continuous distribution of distances nor a many-electron Jastrow factor, whose exponent sums over several pair distances in each configuration.

## The complete file

```lean
import Mathlib

open Finset

namespace JastrowCoulombHole

noncomputable section

/-- The unnormalised weight of configuration `i`: the reference weight `p i` times the
pair factor `exp (lam * g (u i))` at the distance `u i`. -/
def weight {ι : Type*} (p u : ι → ℝ) (g : ℝ → ℝ) (lam : ℝ) (i : ι) : ℝ :=
  p i * Real.exp (lam * g (u i))

/-- The normalised mean of a function `v` of the pair distance at strength `lam`, meant for
a nonempty set of configurations with positive reference weights. -/
def pairMean {ι : Type*} [Fintype ι] (p u : ι → ℝ) (g v : ℝ → ℝ) (lam : ℝ) : ℝ :=
  (∑ i, weight p u g lam i * v (u i)) / ∑ i, weight p u g lam i

/-- The mean Coulomb repulsion `⟨1/u⟩` at strength `lam`, meant for a nonempty set of
configurations with positive reference weights and nonzero distances. -/
def meanRepulsion {ι : Type*} [Fintype ι] (p u : ι → ℝ) (g : ℝ → ℝ) (lam : ℝ) : ℝ :=
  pairMean p u g (fun r => 1 / r) lam

variable {ι : Type*} [Fintype ι] {p u : ι → ℝ} {g v : ℝ → ℝ}

/-- For positive reference weights on a nonempty set of configurations, the normalisation
is positive at every strength. -/
theorem normalisation_pos [Nonempty ι] (hp : ∀ i, 0 < p i) (lam : ℝ) :
    0 < ∑ i, weight p u g lam i :=
  Finset.sum_pos (fun i _ => mul_pos (hp i) (Real.exp_pos _)) Finset.univ_nonempty

/-- Twice the unnormalised covariance of two quantities `a` and `b` is the sum, over ordered pairs
of configurations, of the products of their differences weighted by `w i * w j`. -/
theorem covariance_pair_sum (w a b : ι → ℝ) :
    2 * ((∑ i, w i) * (∑ i, w i * (a i * b i)) - (∑ i, w i * a i) * ∑ i, w i * b i)
      = ∑ i, ∑ j, w i * w j * ((a i - a j) * (b i - b j)) := by
  have e : ∑ i, ∑ j, w i * w j * ((a i - a j) * (b i - b j))
      = ∑ i, ∑ j, ((w i * (a i * b i)) * w j + w i * (w j * (a j * b j))
          - (w i * a i) * (w j * b j) - (w i * b i) * (w j * a j)) :=
    Finset.sum_congr rfl fun i _ => Finset.sum_congr rfl fun j _ => by ring
  rw [e]
  simp only [Finset.sum_add_distrib, Finset.sum_sub_distrib, ← Finset.sum_mul_sum]
  ring

/-- Linear response: for positive reference weights on a nonempty set of configurations,
the derivative of `⟨v⟩` with respect to the strength is `⟨g v⟩ - ⟨g⟩⟨v⟩`. -/
theorem hasDerivAt_pairMean [Nonempty ι] (hp : ∀ i, 0 < p i) (lam : ℝ) :
    HasDerivAt (pairMean p u g v)
      (pairMean p u g (fun r => g r * v r) lam
        - pairMean p u g g lam * pairMean p u g v lam) lam := by
  have hw : ∀ i, HasDerivAt (fun l => weight p u g l i)
      (weight p u g lam i * g (u i)) lam := by
    intro i
    have h := (((hasDerivAt_id' lam).mul_const (g (u i))).exp).const_mul (p i)
    exact h.congr_deriv (by simp only [weight]; ring)
  have hZ : HasDerivAt (fun l => ∑ i, weight p u g l i)
      (∑ i, weight p u g lam i * g (u i)) lam :=
    HasDerivAt.fun_sum fun i _ => hw i
  have hN : HasDerivAt (fun l => ∑ i, weight p u g l i * v (u i))
      (∑ i, weight p u g lam i * (g (u i) * v (u i))) lam :=
    HasDerivAt.fun_sum fun i _ => ((hw i).mul_const (v (u i))).congr_deriv (by ring)
  have hne := (normalisation_pos (u := u) (g := g) hp lam).ne'
  -- the quotient rule, written in terms of means
  have alg : ∀ A B C Z : ℝ, Z ≠ 0 →
      (A * Z - B * C) / Z ^ 2 = A / Z - C / Z * (B / Z) := by
    intro A B C Z h
    rw [div_mul_div_comm, sub_div, pow_two, mul_div_mul_right _ _ h, mul_comm B C]
  exact (hN.fun_div hZ hne).congr_deriv (alg _ _ _ _ hne)

/-- For positive reference weights, the covariance of `g` and `v` is negative if, on the
distances present, `g` is nondecreasing and not constant and `v` is strictly decreasing. -/
theorem covariance_neg (hp : ∀ i, 0 < p i) (hg : MonotoneOn g (Set.range u))
    (hv : StrictAntiOn v (Set.range u)) (hne : ∃ i j, g (u i) ≠ g (u j)) (lam : ℝ) :
    pairMean p u g (fun r => g r * v r) lam
      - pairMean p u g g lam * pairMean p u g v lam < 0 := by
  obtain ⟨a, b, hab⟩ := hne
  have : Nonempty ι := ⟨a⟩
  have hZ := normalisation_pos (u := u) (g := g) hp lam
  have hw : ∀ i, 0 < weight p u g lam i := fun i => mul_pos (hp i) (Real.exp_pos _)
  have hm : ∀ i, u i ∈ Set.range u := fun i => Set.mem_range_self i
  -- no pair of configurations contributes positively
  have hle : ∀ i j, weight p u g lam i * weight p u g lam j *
      ((g (u i) - g (u j)) * (v (u i) - v (u j))) ≤ 0 := by
    intro i j
    refine mul_nonpos_iff.2 (Or.inl ⟨(mul_pos (hw i) (hw j)).le, ?_⟩)
    rcases le_total (u i) (u j) with h | h
    · nlinarith [mul_nonneg (sub_nonneg.2 (hg (hm i) (hm j) h))
        (sub_nonneg.2 (hv.antitoneOn (hm i) (hm j) h))]
    · nlinarith [mul_nonneg (sub_nonneg.2 (hg (hm j) (hm i) h))
        (sub_nonneg.2 (hv.antitoneOn (hm j) (hm i) h))]
  -- the pair on which `g` differs contributes strictly
  have hlt : weight p u g lam a * weight p u g lam b *
      ((g (u a) - g (u b)) * (v (u a) - v (u b))) < 0 := by
    refine mul_neg_of_pos_of_neg (mul_pos (hw a) (hw b)) ?_
    have hu : u a ≠ u b := fun h => hab (congrArg g h)
    rcases lt_or_gt_of_ne hu with h | h
    · have h1 := lt_of_le_of_ne (hg (hm a) (hm b) h.le) hab
      nlinarith [mul_pos (sub_pos.2 h1) (sub_pos.2 (hv (hm a) (hm b) h))]
    · have h1 := lt_of_le_of_ne (hg (hm b) (hm a) h.le) hab.symm
      nlinarith [mul_pos (sub_pos.2 h1) (sub_pos.2 (hv (hm b) (hm a) h))]
  have hrow := lt_of_lt_of_eq (Finset.sum_lt_sum (g := fun _ : ι => (0 : ℝ))
    (fun j _ => hle a j) ⟨b, Finset.mem_univ b, hlt⟩) Finset.sum_const_zero
  have hsum := lt_of_lt_of_eq (Finset.sum_lt_sum (g := fun _ : ι => (0 : ℝ))
    (fun i _ => Finset.sum_nonpos fun j _ => hle i j)
    ⟨a, Finset.mem_univ a, hrow⟩) Finset.sum_const_zero
  have hcov := covariance_pair_sum (weight p u g lam) (fun i => g (u i)) (fun i => v (u i))
  beta_reduce at hcov
  have alg : ∀ A B C Z : ℝ, Z ≠ 0 →
      A / Z - B / Z * (C / Z) = (Z * A - B * C) / (Z * Z) := by
    intro A B C Z h
    rw [div_mul_div_comm, sub_div, mul_div_mul_left _ _ h]
  simp only [pairMean]
  rw [alg _ _ _ _ hZ.ne']
  exact div_neg_of_neg_of_pos (by linarith) (mul_pos hZ hZ)

/-- For positive reference weights and a pair function `g` nondecreasing and not constant
on the distances present, the mean of any interaction strictly decreasing on these
distances is strictly decreasing in the strength. -/
theorem pairMean_strictAnti (hp : ∀ i, 0 < p i) (hg : MonotoneOn g (Set.range u))
    (hv : StrictAntiOn v (Set.range u)) (hne : ∃ i j, g (u i) ≠ g (u j)) :
    StrictAnti (pairMean p u g v) := by
  have : Nonempty ι := ⟨hne.choose⟩
  refine strictAnti_of_deriv_neg fun lam => ?_
  rw [(hasDerivAt_pairMean hp lam).deriv]
  exact covariance_neg hp hg hv hne lam

/-- A pair function that is constant on the distances present leaves every mean at its
reference value. -/
theorem pairMean_of_constant {c : ℝ} (h : ∀ i, g (u i) = c) (lam : ℝ) :
    pairMean p u g v lam = pairMean p u g v 0 := by
  have hw : ∀ i, weight p u g lam i = Real.exp (lam * c) * weight p u g 0 i := by
    intro i
    simp only [weight, h i, zero_mul, Real.exp_zero, mul_one]
    exact mul_comm _ _
  -- the common factor cancels on normalisation
  simp only [pairMean, hw, mul_assoc, ← Finset.mul_sum]
  exact mul_div_mul_left _ _ (Real.exp_pos _).ne'

/-- For positive distances, positive reference weights and `g` nondecreasing on the
distances, the mean Coulomb repulsion is strictly decreasing in the strength if and only if
`g` is not constant on the distances. -/
theorem meanRepulsion_strictAnti_iff (hp : ∀ i, 0 < p i) (hu : ∀ i, 0 < u i)
    (hg : MonotoneOn g (Set.range u)) :
    StrictAnti (meanRepulsion p u g) ↔ ∃ i j, g (u i) ≠ g (u j) := by
  constructor
  · intro hs
    by_contra hcon
    have hc : ∀ i j, g (u i) = g (u j) := fun i j =>
      by_contra fun h => hcon ⟨i, j, h⟩
    have hlt : meanRepulsion p u g 1 < meanRepulsion p u g 0 := hs one_pos
    rcases isEmpty_or_nonempty ι with he | ⟨⟨k⟩⟩
    · exact hlt.ne (pairMean_of_constant (c := 0) (fun i => he.elim i) 1)
    · exact hlt.ne (pairMean_of_constant (fun i => hc i k) 1)
  · intro hne
    refine pairMean_strictAnti hp hg ?_ hne
    rintro _ ⟨i, rfl⟩ _ ⟨j, rfl⟩ h
    exact one_div_lt_one_div_of_lt (hu i) h

/-- For the Padé form `u / (1 + b u)` with `b ≥ 0`, positive reference weights and positive
distances of which two differ, the mean Coulomb repulsion is strictly decreasing in the
strength. -/
theorem pade_meanRepulsion_strictAnti {b : ℝ} (hb : 0 ≤ b) (hp : ∀ i, 0 < p i)
    (hu : ∀ i, 0 < u i) (hne : ∃ i j, u i ≠ u j) :
    StrictAnti (meanRepulsion p u (fun r => r / (1 + b * r))) := by
  have hs : StrictMonoOn (fun r : ℝ => r / (1 + b * r)) (Set.range u) := by
    rintro _ ⟨i, rfl⟩ _ ⟨j, rfl⟩ h
    have hi : 0 < 1 + b * u i := by linarith [mul_nonneg hb (hu i).le]
    have hj : 0 < 1 + b * u j := by linarith [mul_nonneg hb (hu j).le]
    exact (div_lt_div_iff₀ hi hj).2 (by nlinarith)
  obtain ⟨i, j, hij⟩ := hne
  exact (meanRepulsion_strictAnti_iff hp hu hs.monotoneOn).2
    ⟨i, j, fun e => hij (hs.injOn ⟨i, rfl⟩ ⟨j, rfl⟩ e)⟩

end

end JastrowCoulombHole
```

```lean
#print axioms JastrowCoulombHole.pairMean_strictAnti
-- 'JastrowCoulombHole.pairMean_strictAnti' depends on axioms: [propext, Classical.choice, Quot.sound]
#print axioms JastrowCoulombHole.pade_meanRepulsion_strictAnti
-- 'JastrowCoulombHole.pade_meanRepulsion_strictAnti' depends on axioms: [propext, Classical.choice, Quot.sound]
```

## From the pair sum to strict decrease

`covariance_pair_sum` is the expansion of the double sum, multiplied out so that no division occurs. The step `e` expands each term with `ring`; then `Finset.sum_mul_sum`, used from right to left, turns the double sums into products of single sums.

`hasDerivAt_pairMean` is the linear-response formula. Its steps `hw`, `hZ` and `hN` differentiate one weight, the normalisation and the numerator. The quotient rule is `fun_div`, and `alg` rewrites its result as a difference of means. The division is legitimate because `normalisation_pos` gives \(Z>0\).

`covariance_neg` contains the sign argument. The step `hle` splits on which of two distances is larger and shows that no term is positive. The step `hlt` shows that the term for `a` and `b` is negative, first deriving `u a ≠ u b` from the differing values of \(g\). Strictness then passes through the double sum in two stages: `hrow` makes the inner sum for `a` negative, and `hsum` makes the total negative. The pair-sum identity carries this sign over to the covariance.

In `pairMean_strictAnti`, the lemma `strictAnti_of_deriv_neg` turns a negative derivative everywhere into strict decrease.

For the equivalence, the direction from right to left applies this theorem to \(1/r\), with `one_div_lt_one_div_of_lt` supplying its strict decrease at positive distances. The other direction argues by contradiction. If \(g\) were constant on the distances, `pairMean_of_constant` would make the means at strengths 1 and 0 equal, whereas strict decrease makes them different.

The Padé theorem proves strict monotonicity by cross-multiplying the two positive denominators. Strict monotonicity makes \(g\) injective on the distances, so two different distances give two different values of \(g\), and the equivalence applies.
